# Occupation numbers bound the off-diagonal two-particle cumulant in natural orbitals

When the two-particle cumulant from a correlated electronic-structure calculation is stored or contracted, elements that involve weakly occupied natural orbitals may be dropped. A bound on each dropped element helps to control the error this makes. Let $n_i$, between 0 and 1, be the occupations of the natural spin orbitals, and $L(ij,kl)$ the cumulant, the part of the two-particle density matrix $\langle a_i^\dagger a_j^\dagger a_l a_k\rangle$ that antisymmetrised products of one-particle density matrices do not give. For a fermionic state with diagonal one-matrix, and indices with $i\neq k$ or $j\neq l$,

$$|L(ij,kl)|^2\le \big(n_i(1-n_l)-L(il,il)\big)\big(n_k(1-n_j)-L(kj,kj)\big)\le n_i n_k .$$

If $n_i=n_k=10^{-4}$, the element is at most $10^{-4}$ in magnitude. The bound applies to single elements; the error in an energy, which sums many of them, needs a further estimate.

## Operators, states and density matrices

```lean
import Mathlib

open Matrix

namespace CumulantOccupationBound

noncomputable section

variable {A ι : Type*} [Ring A] [StarRing A] [Algebra ℂ A]
```

`A` is a complex algebra of operators with an adjoint, written `star` in Lean and $\dagger$ here. `ι` is the set of spin-orbital labels, which may be finite or infinite.

```lean
/-- The canonical anticommutation relations for annihilation operators `a i`. -/
structure IsCAR [DecidableEq ι] (a : ι → A) : Prop where
  anti : ∀ i j, a i * a j + a j * a i = 0
  mixed : ∀ i j, a i * star (a j) + star (a j) * a i = if i = j then 1 else 0
```

`IsCAR a` says that the operators $a_i$ satisfy $\{a_i,a_j\}=0$ and $\{a_i,a_j^\dagger\}=\delta_{ij}$. The orbitals are therefore orthonormal. A `Prop` is a statement, and a hypothesis of this type supplies both relations.

```lean
/-- A state: a normalised linear functional, real and nonnegative on every `x* x`. -/
structure IsState (w : A →ₗ[ℂ] ℂ) : Prop where
  one : w 1 = 1
  nonneg : ∀ x, 0 ≤ (w (star x * x)).re ∧ (w (star x * x)).im = 0
```

The functional $w$ is the expectation value, $w(x)=\langle\Psi|x|\Psi\rangle$ or $\mathrm{Tr}\,\rho x$. It is linear, $w(1)=1$, and $w(x^\dagger x)$ is real and nonnegative. Pure and mixed states are both allowed, interacting or not, and the particle number need not be fixed.

The step to a real calculation that these hypotheses leave open is that the computed density matrices come from such a state. Approximate methods can produce matrices that do not.

```lean
/-- The one-matrix `g(i,k) = w(a_i* a_k)`. -/
def oneRDM (w : A →ₗ[ℂ] ℂ) (a : ι → A) (i k : ι) : ℂ := w (star (a i) * a k)
```

This is the one-matrix $g(i,k)=w(a_i^\dagger a_k)$.

```lean
/-- The two-matrix `D(ij,kl) = w(a_i* a_j* a_l a_k)`. -/
def twoRDM (w : A →ₗ[ℂ] ℂ) (a : ι → A) (i j k l : ι) : ℂ :=
  w (star (a i) * star (a j) * a l * a k)
```

The two-matrix is $D(ij,kl)=w(a_i^\dagger a_j^\dagger a_l a_k)$, without a factor $1/2$. The last two operators stand in the order $l$, $k$.

```lean
/-- The cumulant `L(ij,kl) = D(ij,kl) - g(i,k) g(j,l) + g(i,l) g(j,k)`. -/
def cumulant (w : A →ₗ[ℂ] ℂ) (a : ι → A) (i j k l : ι) : ℂ :=
  twoRDM w a i j k l - oneRDM w a i k * oneRDM w a j l + oneRDM w a i l * oneRDM w a j k
```

The cumulant is

$$L(ij,kl)=D(ij,kl)-g(i,k)g(j,l)+g(i,l)g(j,k).$$

Many texts write $\lambda$ or $\Delta$ for it. It vanishes for a single Slater determinant.

```lean
/-- The occupation `n_i`, the real part of `g(i,i)`. -/
def occupation (w : A →ₗ[ℂ] ℂ) (a : ι → A) (i : ι) : ℝ := (oneRDM w a i i).re
```

The occupation is $n_i=\mathrm{Re}\,g(i,i)$. In a state $g(i,i)$ is already real; taking the real part gives Lean a real number, which can enter an inequality.

```lean
/-- The fluctuation `x - w(x)` of an operator about its mean. -/
def fluct (w : A →ₗ[ℂ] ℂ) (x : A) : A := x - w x • (1 : A)
```

`fluct w x` is the fluctuation $\delta x=x-w(x)1$.

## Positivity gives the Cauchy-Schwarz inequality

```lean
variable [StarModule ℂ A] {w : A →ₗ[ℂ] ℂ} {a : ι → A}

/-- Expansion of the expectation value of `(x + c y)* (x + c y)`. -/
theorem expand (w : A →ₗ[ℂ] ℂ) (x y : A) (c : ℂ) :
    w (star (x + c • y) * (x + c • y)) = w (star x * x) + c * w (star x * y)
      + star c * w (star y * x) + star c * c * w (star y * y) := by
  simp only [star_add, star_smul, add_mul, mul_add, smul_mul_assoc, mul_smul_comm,
    map_add, map_smul, smul_eq_mul]
  ring
```

The new assumption `StarModule` says that $(cx)^\dagger=\bar c\,x^\dagger$. The theorem then multiplies out

$$w\big((x+cy)^\dagger(x+cy)\big)=w(x^\dagger x)+c\,w(x^\dagger y)+\bar c\,w(y^\dagger x)+|c|^2w(y^\dagger y).$$

```lean
/-- In a state, `w(y* x)` is the complex conjugate of `w(x* y)`. -/
theorem IsState.hermitian (hw : IsState w) (x y : A) :
    w (star y * x) = star (w (star x * y)) := by
  have hx := (hw.nonneg x).2
  have hy := (hw.nonneg y).2
  -- polarisation with the phases 1 and i
  have h1 := (hw.nonneg (x + (1 : ℂ) • y)).2
  have h2 := (hw.nonneg (x + Complex.I • y)).2
  rw [expand] at h1 h2
  simp only [Complex.add_im, Complex.mul_im, Complex.mul_re, Complex.star_def, Complex.conj_re,
    Complex.conj_im, Complex.one_re, Complex.one_im, Complex.I_re, Complex.I_im] at h1 h2
  apply Complex.ext <;> simp only [Complex.star_def, Complex.conj_re, Complex.conj_im] <;>
    linarith
```

The claim is $w(y^\dagger x)=\overline{w(x^\dagger y)}$. The left side of the expansion is real, as are its first and last terms. With $c=1$, the imaginary parts of $w(x^\dagger y)$ and $w(y^\dagger x)$ must add to zero. With $c=i$, their real parts must be equal. `h1` and `h2` are these two conditions, and `linarith` combines them.

```lean
/-- The Cauchy-Schwarz inequality for a state. -/
theorem IsState.cauchy_schwarz (hw : IsState w) (x y : A) :
    ‖w (star x * y)‖ ^ 2 ≤ (w (star x * x)).re * (w (star y * y)).re := by
  have hx := (hw.nonneg x).1
  have hy := hw.nonneg y
  obtain ⟨B, hB⟩ : ∃ B, B = w (star x * y) := ⟨_, rfl⟩
  obtain ⟨N, hN⟩ : ∃ N, N = B.re * B.re + B.im * B.im := ⟨_, rfl⟩
  rw [← hB, ← Complex.normSq_eq_norm_sq, Complex.normSq_apply, ← hN]
  -- a nonnegative quadratic in t has nonpositive discriminant
  have q : ∀ t : ℝ, 0 ≤ (N * (w (star y * y)).re) * (t * t) + (2 * N) * t
      + (w (star x * x)).re := by
    intro t
    have h := (hw.nonneg (x + ((t : ℂ) * star B) • y)).1
    rw [expand, hw.hermitian x y, ← hB] at h
    simp only [Complex.add_re, Complex.mul_im, Complex.mul_re, Complex.star_def, Complex.conj_re,
      Complex.conj_im, Complex.ofReal_re, Complex.ofReal_im, hy.2] at h
    rw [hN]
    nlinarith [h]
  have d := discrim_le_zero q
  unfold discrim at d
  have hN0 : 0 ≤ N := by rw [hN]; nlinarith [sq_nonneg B.re, sq_nonneg B.im]
  rcases hN0.eq_or_lt with h0 | hpos
  · rw [← h0]
    exact mul_nonneg hx hy.1
  · by_contra hlt
    have := mul_pos hpos (sub_pos.2 (not_le.1 hlt))
    nlinarith
```

To prove $|w(x^\dagger y)|^2\le w(x^\dagger x)\,w(y^\dagger y)$, set $B=w(x^\dagger y)$, $N=|B|^2$ and $c=t\bar B$ with $t$ real. Positivity gives

$$0\le N\,w(y^\dagger y)\,t^2+2Nt+w(x^\dagger x)\quad\text{for all }t,$$

which is `q`. The discriminant cannot be positive, so $4N^2\le 4N\,w(x^\dagger x)\,w(y^\dagger y)$. For $N>0$ divide by $4N$; for $N=0$ the claim is immediate. The last lines of the proof treat these two cases.

## The cumulant as a particle-hole covariance

```lean
variable [DecidableEq ι]

/-- In a state, for operators `a i` obeying the CAR, the covariance of the particle-hole operators
`a_l* a_i` and `a_j* a_k` is `g(i,k) (δ_lj - g(j,l)) - L(ij,kl)`. -/
theorem particleHole_covariance (hw : IsState w) (ha : IsCAR a) (i j k l : ι) :
    w (star (fluct w (star (a l) * a i)) * fluct w (star (a j) * a k)) =
      oneRDM w a i k * ((if l = j then 1 else 0) - oneRDM w a j l) - cumulant w a i j k l := by
  have cov : ∀ x y : A, w (star (fluct w x) * fluct w y)
      = w (star x * y) - star (w x) * w y := by
    intro x y
    have hs := hw.hermitian 1 x
    rw [mul_one, star_one, one_mul] at hs
    simp only [fluct, star_sub, star_smul, star_one, sub_mul, mul_sub, smul_mul_assoc,
      mul_smul_comm, one_mul, mul_one, map_sub, map_smul, smul_eq_mul, hw.one, hs]
    ring
  -- move the creation operator to the left
  have m := eq_sub_of_add_eq (ha.mixed l j)
  have h : star (star (a l) * a i) * (star (a j) * a k) =
      (if l = j then (1 : ℂ) else 0) • (star (a i) * a k)
        - star (a i) * star (a j) * a l * a k := by
    calc _ = star (a i) * (a l * star (a j)) * a k := by
          rw [star_mul, star_star]; simp only [mul_assoc]
      _ = _ := by
          rw [m]
          split_ifs <;> simp only [one_smul, zero_smul] <;> noncomm_ring
  rw [cov, h, map_sub, map_smul, smul_eq_mul, ← hw.hermitian (a l) (a i)]
  simp only [cumulant, oneRDM, twoRDM]
  ring
```

Take $X=a_l^\dagger a_i$ and $Y=a_j^\dagger a_k$. Subtracting the means gives

$$w(\delta X^\dagger\,\delta Y)=w(X^\dagger Y)-\overline{w(X)}\,w(Y),$$

which is `cov`. Moving $a_j^\dagger$ to the left of $a_l$ gives `h`:

$$X^\dagger Y=a_i^\dagger a_l a_j^\dagger a_k=\delta_{lj}\,a_i^\dagger a_k-a_i^\dagger a_j^\dagger a_l a_k .$$

Since $\overline{w(X)}=g(i,l)$ and $w(Y)=g(j,k)$,

$$w(\delta X^\dagger\,\delta Y)=\delta_{lj}\,g(i,k)-D(ij,kl)-g(i,l)g(j,k).$$

The definition of $L$ turns this into

$$w(\delta X^\dagger\,\delta Y)=g(i,k)\big(\delta_{lj}-g(j,l)\big)-L(ij,kl).$$

This holds for every state, whether or not $g$ is diagonal.

```lean
/-- In a state, for operators `a i` obeying the CAR, the variance of `a_l* a_i` is the real part of
`n_i (1 - n_l) - L(il,il)`, and it is at most `n_i`. -/
theorem particleHole_variance (hw : IsState w) (ha : IsCAR a) (i l : ι) :
    (w (star (fluct w (star (a l) * a i)) * fluct w (star (a l) * a i))).re =
      occupation w a i * (1 - occupation w a l) - (cumulant w a i l i l).re ∧
    occupation w a i * (1 - occupation w a l) - (cumulant w a i l i l).re
      ≤ occupation w a i := by
  have him : ∀ r, (oneRDM w a r r).im = 0 := fun r => (hw.nonneg (a r)).2
  constructor
  · rw [particleHole_covariance hw ha, if_pos rfl]
    simp only [Complex.sub_re, Complex.mul_re, Complex.sub_im, Complex.one_re, Complex.one_im,
      him, occupation]
    ring
  · -- positivity of the two-particle matrix
    have hD : 0 ≤ (twoRDM w a i l i l).re := by
      have h := (hw.nonneg (a l * a i)).1
      rw [star_mul, ← mul_assoc] at h
      exact h
    have hg : oneRDM w a l i = star (oneRDM w a i l) := hw.hermitian (a i) (a l)
    unfold cumulant
    rw [hg]
    simp only [Complex.add_re, Complex.sub_re, Complex.mul_re, him, Complex.star_def,
      Complex.conj_re, Complex.conj_im, occupation]
    nlinarith [sq_nonneg (oneRDM w a i l).re, sq_nonneg (oneRDM w a i l).im]
```

Setting $j=l$ and $k=i$ makes the two operators equal. The covariance becomes the variance of $a_l^\dagger a_i$, with value $n_i(1-n_l)-L(il,il)$. That is the first half of the theorem.

For the second half, insert the definition of $L$ and use $g(l,i)=\overline{g(i,l)}$:

$$n_i(1-n_l)-L(il,il)=n_i-D(il,il)-|g(i,l)|^2\le n_i .$$

The inequality holds because $D(il,il)=w\big((a_la_i)^\dagger a_la_i\big)\ge0$, which is `hD`. The same expression shows that $L(il,il)$ is real, so the `.re` in the Lean statement discards nothing.

## The bound for a diagonal one-matrix

```lean
/-- For operators `a i` obeying the CAR, a state with diagonal one-matrix, and `i ≠ k` or `j ≠ l`,
`|L(ij,kl)|² ≤ (n_i (1 - n_l) - L(il,il)) (n_k (1 - n_j) - L(kj,kj)) ≤ n_i n_k`, with real parts
taken of the diagonal elements of `L`. -/
theorem cumulant_sq_le (hw : IsState w) (ha : IsCAR a)
    (hdiag : ∀ r s, r ≠ s → oneRDM w a r s = 0) {i j k l : ι} (h : i ≠ k ∨ j ≠ l) :
    ‖cumulant w a i j k l‖ ^ 2 ≤
      (occupation w a i * (1 - occupation w a l) - (cumulant w a i l i l).re) *
      (occupation w a k * (1 - occupation w a j) - (cumulant w a k j k j).re) ∧
    (occupation w a i * (1 - occupation w a l) - (cumulant w a i l i l).re) *
      (occupation w a k * (1 - occupation w a j) - (cumulant w a k j k j).re) ≤
      occupation w a i * occupation w a k := by
  obtain ⟨v1, b1⟩ := particleHole_variance hw ha i l
  obtain ⟨v2, b2⟩ := particleHole_variance hw ha k j
  constructor
  · -- the uncorrelated part of the covariance vanishes
    have hz : oneRDM w a i k * ((if l = j then 1 else 0) - oneRDM w a j l) = 0 := by
      rcases h with h | h
      · rw [hdiag i k h, zero_mul]
      · rw [if_neg (Ne.symm h), hdiag j l h, sub_zero, mul_zero]
    have cs := hw.cauchy_schwarz (fluct w (star (a l) * a i)) (fluct w (star (a j) * a k))
    rwa [particleHole_covariance hw ha, hz, zero_sub, norm_neg, v1, v2] at cs
  · exact mul_le_mul b1 b2 (v2 ▸ (hw.nonneg _).1) (hw.nonneg (a i)).1
```

The hypothesis `hdiag` says that $g(r,s)=0$ for $r\ne s$: the orbitals are natural orbitals. In a finite basis a unitary rotation achieves this. The hypothesis `h` is the index condition $i\ne k$ or $j\ne l$, and the symbol `∧` joins the two inequalities.

Under `h` the product $g(i,k)(\delta_{lj}-g(j,l))$ vanishes. If $i\neq k$, its first factor is zero; if $j\neq l$, its second factor is. This is `hz`. The covariance of $X$ and $Y$ is then exactly $-L(ij,kl)$, and Cauchy-Schwarz bounds its squared magnitude by the product of the two variances, `v1` and `v2`. This is the first inequality.

For the second, the variances are at most $n_i$ and $n_k$, by `b1` and `b2`. All the quantities are nonnegative, so the bounds may be multiplied, which is what `mul_le_mul` does.

Exchanging both index pairs leaves $L$ unchanged, $L(ij,kl)=L(ji,lk)$, so $|L(ij,kl)|^2\le n_jn_l$ follows as well. Since no occupation exceeds 1, an orbital of occupation $n$ in any of the four positions therefore limits the element to at most $\sqrt n$ in magnitude. For a single orbital with $n=10^{-4}$ this is $10^{-2}$, a weaker limit than the $10^{-4}$ found when $n_i$ and $n_k$ are both $10^{-4}$.

## Two modes that reach the first bound

```lean
/-- Integer matrices of two fermionic modes, in the basis vacuum, first, second, both. -/
def modeTable : Fin 2 → Matrix (Fin 4) (Fin 4) ℤ :=
  ![!![0, 1, 0, 0; 0, 0, 0, 0; 0, 0, 0, 1; 0, 0, 0, 0],
    !![0, 0, 1, 0; 0, 0, 0, -1; 0, 0, 0, 0; 0, 0, 0, 0]]
```

The basis is the vacuum, the first mode filled, the second filled, and both filled. The entry $-1$ is the fermionic sign. Lean numbers the modes 0 and 1 and the basis states 0 to 3.

```lean
/-- The two annihilation operators as complex matrices. -/
def pairModes (i : Fin 2) : Matrix (Fin 4) (Fin 4) ℂ :=
  (Int.castRingHom ℂ).mapMatrix (modeTable i)
```

The same matrices are now read as complex ones, so that they can serve as the operators $a_0$ and $a_1$.

```lean
/-- The functional weighting the vacuum with `1 - p` and the doubly occupied state with `p`. -/
def pairState (p : ℝ) : Matrix (Fin 4) (Fin 4) ℂ →ₗ[ℂ] ℂ where
  toFun M := (1 - (p : ℂ)) * M 0 0 + (p : ℂ) * M 3 3
  map_add' M N := by simp only [Matrix.add_apply]; ring
  map_smul' c M := by simp only [Matrix.smul_apply, smul_eq_mul, RingHom.id_apply]; ring
```

This is the expectation value in a mixture of the vacuum, with weight $1-p$, and the doubly occupied state, with weight $p$.

```lean
/-- For `0 ≤ p ≤ 1` the two modes obey the CAR and the pair mixture is a state with one-matrix
`p` times the identity and `L(01,10) = -p (1 - p)`. -/
theorem pair_witness {p : ℝ} (h0 : 0 ≤ p) (h1 : p ≤ 1) :
    IsCAR pairModes ∧ IsState (pairState p) ∧
    (∀ r s, oneRDM (pairState p) pairModes r s = if r = s then (p : ℂ) else 0) ∧
    cumulant (pairState p) pairModes 0 1 1 0 = -(p * (1 - p)) := by
  -- identities between integer matrices, decided by computation
  have c1 : ∀ i j, modeTable i * modeTable j + modeTable j * modeTable i = 0 := by
    decide +kernel
  have c2 : ∀ i j, modeTable i * (modeTable j)ᵀ + (modeTable j)ᵀ * modeTable i
      = if i = j then 1 else 0 := by decide +kernel
  have g0 : ∀ r s, ((modeTable r)ᵀ * modeTable s) 0 0 = 0 := by decide +kernel
  have g3 : ∀ r s, ((modeTable r)ᵀ * modeTable s) 3 3 = if r = s then 1 else 0 := by
    decide +kernel
  have d0 : ((modeTable 0)ᵀ * (modeTable 1)ᵀ * modeTable 0 * modeTable 1) 0 0 = 0 := by
    decide +kernel
  have d3 : ((modeTable 0)ᵀ * (modeTable 1)ᵀ * modeTable 0 * modeTable 1) 3 3 = -1 := by
    decide +kernel
  have hs : ∀ j, star (pairModes j) = (Int.castRingHom ℂ).mapMatrix (modeTable j)ᵀ := by
    intro j
    ext r s
    simp [pairModes, Matrix.star_apply]
  have hv : ∀ M : Matrix (Fin 4) (Fin 4) ℤ, pairState p ((Int.castRingHom ℂ).mapMatrix M)
      = (1 - (p : ℂ)) * ((M 0 0 : ℤ) : ℂ) + (p : ℂ) * ((M 3 3 : ℤ) : ℂ) := fun _ => rfl
  have hg : ∀ r s, oneRDM (pairState p) pairModes r s = if r = s then (p : ℂ) else 0 := by
    intro r s
    rw [oneRDM, hs, pairModes, ← map_mul, hv, g0, g3]
    split_ifs <;> simp
  refine ⟨⟨fun i j => ?_, fun i j => ?_⟩, ⟨by simp [pairState], fun M => ?_⟩, hg, ?_⟩
  · simp only [pairModes]
    rw [← map_mul, ← map_mul, ← map_add, c1, map_zero]
  · rw [hs, pairModes, ← map_mul, ← map_mul, ← map_add, c2]
    split_ifs
    · exact map_one _
    · exact map_zero _
  · have key : pairState p (star M * M) = (((1 - p) * ∑ r, Complex.normSq (M r 0)
        + p * ∑ r, Complex.normSq (M r 3) : ℝ) : ℂ) := by
      simp only [pairState, LinearMap.coe_mk, AddHom.coe_mk, Matrix.mul_apply,
        Matrix.star_apply, Complex.star_def]
      push_cast
      simp only [Complex.normSq_eq_conj_mul_self]
    have hn : ∀ c, 0 ≤ ∑ r, Complex.normSq (M r c) :=
      fun c => Finset.sum_nonneg fun _ _ => Complex.normSq_nonneg _
    rw [key, Complex.ofReal_re]
    exact ⟨add_nonneg (mul_nonneg (sub_nonneg.2 h1) (hn 0)) (mul_nonneg h0 (hn 3)),
      Complex.ofReal_im _⟩
  · have D : twoRDM (pairState p) pairModes 0 1 1 0 = -(p : ℂ) := by
      rw [twoRDM, hs, hs]
      simp only [pairModes]
      rw [← map_mul, ← map_mul, ← map_mul, hv, d0, d3]
      push_cast
      ring
    simp only [cumulant, D, hg, zero_ne_one, one_ne_zero, if_true, if_false]
    ring

end

end CumulantOccupationBound
```

For $0\le p\le1$ the theorem confirms the anticommutation relations and the state property, and finds $g=p\,\mathbb 1$ and $L(01,10)=-p(1-p)$.

Positivity follows from

$$w(M^\dagger M)=(1-p)\sum_r|M_{r0}|^2+p\sum_r|M_{r3}|^2\ge0 .$$

For the cumulant, $a_0^\dagger a_1^\dagger a_0a_1$ has expectation value 0 in the vacuum and $-1$ in the filled state. Hence $D(01,10)=-p$, and

$$L(01,10)=-p-0+p^2=-p(1-p).$$

The tactic `decide +kernel` establishes the integer matrix identities by direct evaluation.

Putting these values into the bound by hand shows that its first inequality is an equality here. Because $a_i^2=0$, the elements $L(00,00)$ and $L(11,11)$ vanish, and each factor is $p(1-p)$. The same state shows why the case $i=k$, $j=l$ is excluded: $L(01,01)=p(1-p)$, while both factors of the corresponding product are zero, so the first inequality fails for $0<p<1$. For $i\ne j$ such an element still has a bound, because $L(ij,ij)=-L(ij,ji)$ and the theorem applies to $L(ij,ji)$.

```lean
#print axioms CumulantOccupationBound.cumulant_sq_le
```

```
'CumulantOccupationBound.cumulant_sq_le' depends on axioms: [propext, Classical.choice, Quot.sound]
```
